# A normalized coupled-cluster state overlaps its reference by at least exp(−‖T‖)

Take two orthonormal states, a reference φ = (1, 0) and an excited state e = (0, 1) in ℂ². One may read them as the reference determinant and a single excited determinant. Let the cluster operator be T = t |e⟩⟨φ| with a complex amplitude t. It sends φ to t e and e to zero, so T² = 0 and the exponential stops after the linear term:

exp(T)φ = φ + t e = (1, t).

The component along φ is 1 whatever the value of t. The overlap with the reference can become small only because the other component grows and the normalization then scales everything down. The normalized state is (1, t)/√(1 + |t|²), and the modulus of its overlap with φ is

1/√(1 + |t|²).

An overlap of 0.1 needs |t| = √99, about 9.95. Here |t| is also the operator norm of T. An overlap of zero is reached by no finite t.

## The bound for a general cluster operator

Let H be a complex Hilbert space, φ a unit vector in H, and T a bounded operator on H with T†φ = 0. The inner product ⟨x, y⟩ is linear in y, and ‖T‖ is the operator norm. Write S for the modulus of the overlap between φ and the normalized state exp(T)φ/‖exp(T)φ‖. The claim is

S ≥ exp(−‖T‖).

The condition T†φ = 0 means that ⟨φ, Tx⟩ = ⟨T†φ, x⟩ = 0 for every x: whatever T acts on, the result has no component along the reference. Sums of excitation operators have this property with respect to the determinant from which they excite.

**The component along φ.** The exponential series, applied to φ, reads

exp(T)φ = φ + Tφ + T²φ/2! + T³φ/3! + …

For n ≥ 1 one factor of T can be moved to the left side of the inner product:

⟨φ, Tⁿφ⟩ = ⟨T†φ, Tⁿ⁻¹φ⟩ = 0.

The inner product is continuous, so it may be taken term by term, and only the zeroth term survives:

⟨φ, exp(T)φ⟩ = ⟨φ, φ⟩ = 1.

This is intermediate normalization. By the Cauchy–Schwarz inequality, 1 ≤ ‖φ‖ ‖exp(T)φ‖ = ‖exp(T)φ‖. The division by the norm is therefore harmless, and

S = 1/‖exp(T)φ‖.

**The length of the state.** Since ‖φ‖ = 1, repeated use of ‖Tx‖ ≤ ‖T‖ ‖x‖ gives ‖Tⁿφ‖ ≤ ‖T‖ⁿ. Summing the series with the triangle inequality,

‖exp(T)φ‖ ≤ 1 + ‖T‖ + ‖T‖²/2! + … = exp(‖T‖).

Taking reciprocals gives S ≥ exp(−‖T‖).

**Vanishing overlap.** Now let Tₖ and φₖ be sequences that satisfy the same conditions, with overlaps Sₖ → 0. Given any real b, eventually Sₖ < exp(−b). Then exp(−‖Tₖ‖) ≤ Sₖ < exp(−b), hence ‖Tₖ‖ > b. So ‖Tₖ‖ → ∞, and no constant bounds all the norms.

For electronic structure, this says that a state with small weight on the chosen determinant can be written in exponential form only with a cluster operator of large norm, provided that T is bounded and never leads back to the reference. A large norm need not mean large amplitudes. For N identical molecules far apart, each with overlap s < 1, the total overlap is sᴺ and ‖T‖ is at least N ln(1/s), while the amplitudes on each molecule do not change with N. The bound also holds for an operator T obtained from truncated amplitude equations, but it does not say how accurate that T is.

## States, overlaps and excitations in Lean

The space `H` is a complete complex inner product space of any dimension. Complex n × n matrices with the operator norm are the case H = ℂⁿ with its Euclidean inner product.

```lean
import Mathlib

open Filter Topology
open scoped InnerProductSpace

namespace CoupledClusterPoorReference

noncomputable section

variable {H : Type*} [NormedAddCommGroup H] [InnerProductSpace ℂ H] [CompleteSpace H]
```

A cluster operator has the type `H →L[ℂ] H`, a continuous linear map from H to itself, so unbounded operators are excluded from the start. Nothing in the type restricts T to a given excitation rank or makes it nilpotent. In the next definition, `NormedSpace.exp T φ` is the operator exp(T) applied to φ, and the factor in front is the reciprocal of its norm, regarded as a complex number.

```lean
/-- The normalized coupled-cluster state `exp(T)φ / ‖exp(T)φ‖`, for a nonzero reference `φ`. -/
def ccState (T : H →L[ℂ] H) (φ : H) : H :=
  ((‖NormedSpace.exp T φ‖⁻¹ : ℝ) : ℂ) • NormedSpace.exp T φ
```

The reference overlap is the modulus of the inner product, not its square. For a unit vector φ it is thus the modulus of the coefficient of φ in the normalized state, and the weight of the reference in that state is its square.

```lean
/-- The modulus of the overlap between a unit reference `φ` and the normalized coupled-cluster state
built on it. -/
def refOverlap (T : H →L[ℂ] H) (φ : H) : ℝ :=
  ‖⟪φ, ccState T φ⟫_ℂ‖
```

The operator of the opening example is defined for arbitrary vectors. The map `innerSL ℂ φ` is the bra ⟨φ|, and `smulRight e` multiplies the number that it returns by the vector e.

```lean
/-- The operator `t |e⟩⟨φ|`. If the reference `φ` is a unit vector, it takes `φ` to `t e`. -/
def excitation (t : ℂ) (φ e : H) : H →L[ℂ] H :=
  t • (innerSL ℂ φ).smulRight e
```

## The series and intermediate normalization

Mathlib supplies the exponential series as a convergent sum of operators. Evaluation at φ, that is A ↦ Aφ, is a continuous linear map, called `L` in the proof, and such maps may be applied to a convergent sum term by term. The result is the series for the vector exp(T)φ.

```lean
/-- The exponential ansatz is the sum of the vectors `Tⁿφ / n!`. -/
theorem hasSum_exp_apply (T : H →L[ℂ] H) (φ : H) :
    HasSum (fun n : ℕ => ((n.factorial : ℂ)⁻¹) • (T ^ n) φ) (NormedSpace.exp T φ) := by
  have h : HasSum (fun n : ℕ => ((n.factorial : ℂ)⁻¹) • T ^ n) (NormedSpace.exp T) :=
    NormedSpace.exp_series_hasSum_exp' (𝕂 := ℂ) T
  -- evaluation at the reference is continuous and linear
  obtain ⟨L, hL⟩ : ∃ L : (H →L[ℂ] H) →L[ℂ] H, ∀ A, L A = A φ :=
    ⟨ContinuousLinearMap.apply ℂ H φ, fun _ => rfl⟩
  have h2 := L.hasSum h
  simp only [map_smul] at h2
  simp only [hL] at h2
  exact h2
```

The next theorem takes the inner product with φ in the same way. The statement `key` says that every term with n ≠ 0 contributes zero. Its proof writes n as m + 1, splits off the leftmost factor of T, and moves it across the inner product with `ContinuousLinearMap.adjoint_inner_left`, where `hT` makes it vanish. A series with one nonzero term sums to that term (`hasSum_single`), and a series has only one sum (`h.unique`), which leaves ⟨φ, φ⟩ = 1.

```lean
/-- Intermediate normalization: if `φ` is a unit vector and `T†φ = 0`, then
`⟨φ, exp(T)φ⟩ = 1`. -/
theorem intermediate_normalization (T : H →L[ℂ] H) (φ : H) (hφ : ‖φ‖ = 1)
    (hT : ContinuousLinearMap.adjoint T φ = 0) :
    ⟪φ, NormedSpace.exp T φ⟫_ℂ = 1 := by
  have h := (innerSL ℂ φ).hasSum (hasSum_exp_apply T φ)
  -- every term with at least one factor of T is orthogonal to the reference
  have key : ∀ n : ℕ, n ≠ 0 →
      innerSL ℂ φ (((n.factorial : ℂ)⁻¹) • (T ^ n) φ) = 0 := by
    intro n hn
    cases n with
    | zero => exact absurd rfl hn
    | succ m =>
      have e : (T ^ (m + 1)) φ = T ((T ^ m) φ) := by
        rw [pow_succ']
        rfl
      change ⟪φ, (((m + 1).factorial : ℂ)⁻¹) • (T ^ (m + 1)) φ⟫_ℂ = 0
      rw [e, inner_smul_right, ← ContinuousLinearMap.adjoint_inner_left, hT,
        inner_zero_left, mul_zero]
  have h1 := h.unique (hasSum_single 0 key)
  change ⟪φ, NormedSpace.exp T φ⟫_ℂ
    = ⟪φ, (((Nat.factorial 0 : ℕ) : ℂ)⁻¹) • (T ^ 0) φ⟫_ℂ at h1
  rw [h1]
  simp [inner_self_eq_norm_sq_to_K, hφ]
```

## The two estimates on the norm

The upper estimate needs only that φ is a unit vector; the condition on the adjoint is absent. The induction `hpow` proves ‖Tⁿφ‖ ≤ ‖T‖ⁿ, and `norm_le_of_bounded` compares the vector series with the real series for exp(‖T‖) term by term.

```lean
/-- For a unit reference, the unnormalized state `exp(T)φ` has norm at most `exp(‖T‖)`. -/
theorem norm_exp_apply_le (T : H →L[ℂ] H) (φ : H) (hφ : ‖φ‖ = 1) :
    ‖NormedSpace.exp T φ‖ ≤ Real.exp ‖T‖ := by
  have hpow : ∀ n : ℕ, ‖(T ^ n) φ‖ ≤ ‖T‖ ^ n := by
    intro n
    induction n with
    | zero => simp [hφ]
    | succ m ih =>
      rw [pow_succ' T m, pow_succ' ‖T‖ m]
      change ‖T ((T ^ m) φ)‖ ≤ _
      exact (T.le_opNorm _).trans (mul_le_mul_of_nonneg_left ih (norm_nonneg T))
  -- compare with the real exponential series term by term
  have hexp := NormedSpace.exp_series_hasSum_exp' (𝕂 := ℝ) ‖T‖
  rw [Real.exp_eq_exp_ℝ]
  refine (hasSum_exp_apply T φ).norm_le_of_bounded hexp ?_
  intro n
  rw [norm_smul, norm_inv, Complex.norm_natCast, smul_eq_mul]
  exact mul_le_mul_of_nonneg_left (hpow n) (by positivity)
```

The lower estimate, and the formula for the overlap, come from intermediate normalization. The first half of the proof is the Cauchy–Schwarz inequality, `norm_inner_le_norm`. The second half unfolds the two definitions, pulls the normalization factor out of the inner product, and uses that the remaining inner product is 1.

```lean
/-- If `φ` is a unit vector and `T†φ = 0`, the reference overlap is the reciprocal of
`‖exp(T)φ‖`, and this norm is at least one. -/
theorem refOverlap_eq (T : H →L[ℂ] H) (φ : H) (hφ : ‖φ‖ = 1)
    (hT : ContinuousLinearMap.adjoint T φ = 0) :
    1 ≤ ‖NormedSpace.exp T φ‖ ∧ refOverlap T φ = ‖NormedSpace.exp T φ‖⁻¹ := by
  have hn := intermediate_normalization T φ hφ hT
  constructor
  · have h := norm_inner_le_norm (𝕜 := ℂ) φ (NormedSpace.exp T φ)
    rwa [hn, hφ, norm_one, one_mul] at h
  · unfold refOverlap ccState
    rw [inner_smul_right, hn, mul_one, Complex.norm_real, norm_inv, norm_norm]
```

## The overlap bound and its consequence for sequences

The main inequality reads as stated earlier: for a unit vector φ and a bounded T with T†φ = 0, the number `refOverlap T φ` is at least exp(−‖T‖). The proof replaces the overlap by 1/‖exp(T)φ‖ and takes reciprocals in the upper estimate, which reverses the inequality (`inv_anti₀`).

```lean
/-- If `φ` is a unit vector and `T†φ = 0`, the normalized coupled-cluster state has
reference overlap at least `exp(-‖T‖)`. -/
theorem exp_neg_norm_le_refOverlap (T : H →L[ℂ] H) (φ : H) (hφ : ‖φ‖ = 1)
    (hT : ContinuousLinearMap.adjoint T φ = 0) :
    Real.exp (-‖T‖) ≤ refOverlap T φ := by
  obtain ⟨h1, h2⟩ := refOverlap_eq T φ hφ hT
  rw [h2, Real.exp_neg]
  exact inv_anti₀ (by linarith) (norm_exp_apply_le T φ hφ)
```

Under these hypotheses alone, a large norm does not force a small overlap. If e is a unit vector orthogonal to φ, the operator c |e⟩⟨e| has norm |c| and leaves the overlap at 1. It satisfies the adjoint condition but is not an excitation from φ: a nonzero sum of excitation operators never annihilates its reference determinant.

The next theorem treats a family of operators `T k` and references `φ k`, with k in an arbitrary index set `ι`. The filter `l` specifies the limit in which the overlap vanishes. For a sequence it is k → ∞; for a family labelled by a molecular geometry it could be the approach to a particular geometry. The reference may change with k, but the space H is the same for the whole family. Each member must satisfy the unit-norm condition and the adjoint condition with its own reference.

The proof follows the argument with b. The `filter_upwards` line selects those k at which the overlap is below exp(−b), the main inequality gives exp(−‖T k‖) < exp(−b), and monotonicity of the exponential gives ‖T k‖ > b.

```lean
/-- Along a family of unit references and cluster operators with `T†φ = 0`, a reference
overlap that tends to zero forces the norms of the cluster operators to infinity. -/
theorem norm_tendsto_atTop {ι : Type*} {l : Filter ι} (T : ι → H →L[ℂ] H) (φ : ι → H)
    (hφ : ∀ k, ‖φ k‖ = 1) (hT : ∀ k, ContinuousLinearMap.adjoint (T k) (φ k) = 0)
    (h : Tendsto (fun k => refOverlap (T k) (φ k)) l (𝓝 0)) :
    Tendsto (fun k => ‖T k‖) l atTop := by
  refine tendsto_atTop.2 fun b => ?_
  -- an overlap below exp(-b) is possible only if the norm exceeds b
  filter_upwards [h.eventually_lt_const (Real.exp_pos (-b))] with k hk
  have h1 := (exp_neg_norm_le_refOverlap (T k) (φ k) (hφ k) (hT k)).trans_lt hk
  have h2 := Real.exp_lt_exp.1 h1
  linarith
```

For sequences, divergence of the norms rules out a common bound. If M were one, some k would have ‖T k‖ > M, which contradicts the assumption.

```lean
/-- For a sequence of unit references and cluster operators with `T†φ = 0` whose reference
overlap tends to zero, no constant bounds the norms of all the cluster operators. -/
theorem cluster_operators_unbounded (T : ℕ → H →L[ℂ] H) (φ : ℕ → H)
    (hφ : ∀ k, ‖φ k‖ = 1) (hT : ∀ k, ContinuousLinearMap.adjoint (T k) (φ k) = 0)
    (h : Tendsto (fun k => refOverlap (T k) (φ k)) atTop (𝓝 0)) :
    ¬ ∃ M : ℝ, ∀ k, ‖T k‖ ≤ M := by
  rintro ⟨M, hM⟩
  obtain ⟨k, hk⟩ := ((norm_tendsto_atTop T φ hφ hT h).eventually_gt_atTop M).exists
  exact not_lt_of_ge (hM k) hk
```

## One excitation, computed exactly

The two-state calculation holds for any orthogonal unit vectors φ and e in H. The theorem states both that T = t |e⟩⟨φ| satisfies T†φ = 0 and that its overlap is 1/√(1 + |t|²).

For the first part, `hadj` tests T†φ against an arbitrary vector v:

⟨T†φ, v⟩ = ⟨φ, Tv⟩ = t ⟨φ, v⟩ ⟨φ, e⟩ = 0.

For the second part, `h1` gives Tφ = t e and `h2` gives T(Tφ) = 0. The statement `key` then removes all terms of the series with n ≥ 2, so `hexp` obtains exp(T)φ = φ + t e. Orthogonality gives the squared norm 1 + |t|² in `hsq`, and the reciprocal formula for the overlap finishes the proof.

```lean
/-- For orthogonal unit vectors `φ` and `e`, the operator `T = t |e⟩⟨φ|` satisfies `T†φ = 0`
and gives the reference overlap `1 / √(1 + |t|²)`. -/
theorem excitation_overlap (t : ℂ) (φ e : H) (hφ : ‖φ‖ = 1) (he : ‖e‖ = 1)
    (ho : ⟪φ, e⟫_ℂ = 0) :
    ContinuousLinearMap.adjoint (excitation t φ e) φ = 0 ∧
      refOverlap (excitation t φ e) φ = (√(1 + ‖t‖ ^ 2))⁻¹ := by
  have happ : ∀ x, excitation t φ e x = t • (⟪φ, x⟫_ℂ • e) := fun x => rfl
  have hadj : ContinuousLinearMap.adjoint (excitation t φ e) φ = 0 := by
    refine ext_inner_right ℂ fun v => ?_
    rw [ContinuousLinearMap.adjoint_inner_left, happ, inner_smul_right, inner_smul_right,
      ho, inner_zero_left, mul_zero, mul_zero]
  have h1 : excitation t φ e φ = t • e := by
    rw [happ, inner_self_eq_norm_sq_to_K, hφ]
    simp
  have h2 : excitation t φ e (excitation t φ e φ) = 0 := by
    rw [h1, happ, inner_smul_right, ho, mul_zero, zero_smul, smul_zero]
  -- the exponential series stops after the linear term
  have key : ∀ n ∉ Finset.range 2,
      ((n.factorial : ℂ)⁻¹) • (excitation t φ e ^ n) φ = 0 := by
    intro n hn
    obtain ⟨m, rfl⟩ : ∃ m, n = m + 2 :=
      ⟨n - 2, by have := Finset.mem_range.not.1 hn; omega⟩
    have h3 : (excitation t φ e ^ (m + 2)) φ
        = (excitation t φ e ^ m) (excitation t φ e (excitation t φ e φ)) := by
      rw [pow_add, sq]
      rfl
    rw [h3, h2, map_zero, smul_zero]
  have hexp : NormedSpace.exp (excitation t φ e) φ = φ + t • e := by
    rw [(hasSum_exp_apply _ φ).unique (hasSum_sum_of_ne_finset_zero key)]
    simp [Finset.sum_range_succ, h1]
  have hsq : ‖φ + t • e‖ ^ 2 = 1 + ‖t‖ ^ 2 := by
    rw [norm_add_sq (𝕜 := ℂ), inner_smul_right, ho, norm_smul, hφ, he]
    simp
  refine ⟨hadj, ?_⟩
  rw [(refOverlap_eq _ φ hφ hadj).2, hexp, ← hsq, Real.sqrt_sq (norm_nonneg _)]
```

The last theorem returns to ℂ² and sets t = k for k = 0, 1, 2, …. The vectors `EuclideanSpace.single 0 1` and `EuclideanSpace.single 1 1` are (1, 0) and (0, 1), since Lean numbers the coordinates from zero. The overlap starts at 1 for k = 0 and equals 1/√(1 + k²) in general. Because √(1 + k²) ≥ k, the square root tends to infinity and its reciprocal to zero. All the conditions of the theorem on sequences are therefore met by an explicit example, with the constant reference φ.

```lean
/-- In `ℂ²` with reference `(1, 0)`, the operators `k |(0, 1)⟩⟨(1, 0)|` for `k = 0, 1, 2, …`
satisfy `T†φ = 0`, and their reference overlap tends to zero. -/
theorem poor_reference_witness :
    let φ : EuclideanSpace ℂ (Fin 2) := EuclideanSpace.single 0 1
    let e : EuclideanSpace ℂ (Fin 2) := EuclideanSpace.single 1 1
    ‖φ‖ = 1 ∧ (∀ k : ℕ, ContinuousLinearMap.adjoint (excitation (k : ℂ) φ e) φ = 0) ∧
      Tendsto (fun k : ℕ => refOverlap (excitation (k : ℂ) φ e) φ) atTop (𝓝 0) := by
  intro φ e
  have hφ : ‖φ‖ = 1 := by simp [φ]
  have he : ‖e‖ = 1 := by simp [e]
  have ho : ⟪φ, e⟫_ℂ = 0 := by simp [φ, e, EuclideanSpace.inner_single_left]
  refine ⟨hφ, fun k => (excitation_overlap _ φ e hφ he ho).1, ?_⟩
  have hf : (fun k : ℕ => refOverlap (excitation (k : ℂ) φ e) φ)
      = fun k : ℕ => (√(1 + (k : ℝ) ^ 2))⁻¹ := by
    funext k
    rw [(excitation_overlap _ φ e hφ he ho).2, Complex.norm_natCast]
  rw [hf]
  -- the square root grows at least as fast as k
  have hle : ∀ k : ℕ, (k : ℝ) ≤ √(1 + (k : ℝ) ^ 2) := fun k =>
    (le_abs_self _).trans (Real.abs_le_sqrt (by linarith))
  exact tendsto_inv_atTop_zero.comp (tendsto_atTop_mono hle tendsto_natCast_atTop_atTop)

end

end CoupledClusterPoorReference
```

```lean
#print axioms CoupledClusterPoorReference.exp_neg_norm_le_refOverlap
#print axioms CoupledClusterPoorReference.cluster_operators_unbounded
```

```
'CoupledClusterPoorReference.exp_neg_norm_le_refOverlap' depends on axioms: [propext, Classical.choice, Quot.sound]
'CoupledClusterPoorReference.cluster_operators_unbounded' depends on axioms: [propext, Classical.choice, Quot.sound]
```
